# Screened exchange on finitely many sites: from screening parameter $w$ to $u\ge w$, the energy infimum rises by at most $aN(u-w)/\sqrt\pi$

Take $N$ occupied orbitals of one spin species on a finite set $X$ of points in $\mathbb R^3$, with $N\le|X|$, and a hybrid energy that contains a fraction $a\ge0$ of screened exchange. If the rest of the energy is bounded below and does not depend on the screening parameter, then raising that parameter from $w$ to $u$ never lowers the infimum of the energy, and raises it by at most $aN(u-w)/\sqrt\pi$ in atomic units. For this finite-site model, the result limits how strongly the ground-state energy can depend on the range-separation parameter of the screened exchange when the rest of the functional is held fixed.

## Sites, kernel and energy

```lean
import Mathlib

open scoped Classical

namespace ScreenedHybrid

noncomputable section
```

The sites are points of Euclidean 3-space, so distinct sites lie at a positive distance. Units are atomic.

```lean
/-- Points of three-dimensional space. -/
abbrev Point := EuclideanSpace ℝ (Fin 3)
```

The error function is defined by its Gaussian integral,
$$\operatorname{erf}(x)=\frac{2}{\sqrt\pi}\int_0^x e^{-t^2}\,dt,\qquad \operatorname{erfc}(x)=1-\operatorname{erf}(x).$$

```lean
variable {X : Finset Point} {N : ℕ} {a w u : ℝ}

/-- The error function, as a normalised Gaussian integral from `0` to `x`. -/
def erf (x : ℝ) : ℝ :=
  2 / Real.sqrt Real.pi * ∫ t in (0 : ℝ)..x, Real.exp (-t ^ 2)

/-- The complementary error function. -/
def erfc (x : ℝ) : ℝ := 1 - erf x
```

For sites $x,y$ at distance $d$, the screened kernel is
$$v_w(x,y)=\begin{cases}\operatorname{erfc}(wd)/d, & x\neq y,\\ c-2w/\sqrt\pi, & x=y.\end{cases}$$
The real constant $c$ stands for the unscreened Coulomb repulsion within one site, which a point model cannot supply. The term $2w/\sqrt\pi$ is the limit at zero distance of the long-range part $\operatorname{erf}(wd)/d$ that screening removes. For an orbital of finite extent this is an approximation for small $w$: once $w>c\sqrt\pi/2$, the on-site value is negative, which a screened self-repulsion never is.

```lean
/-- The screened Coulomb kernel: `erfc (w d) / d` between distinct points at distance `d`, and
`c - 2 w / √π` on a single site. -/
def kernel (c w : ℝ) (x y : Point) : ℝ :=
  if x = y then c - 2 * w / Real.sqrt Real.pi else erfc (w * dist x y) / dist x y
```

A density matrix $P$ is a complex matrix indexed by the sites, with $P^\dagger=P$, $P^2=P$ and $\operatorname{tr}P=N$. It describes a single determinant of one spin species. The three conditions are the fields of `IsProjector`.

```lean
/-- A density matrix of `N` occupied orbitals: a Hermitian projector of trace `N`. -/
structure IsProjector (N : ℕ) (P : Matrix X X ℂ) : Prop where
  herm : P.IsHermitian
  idem : P * P = P
  trace_eq : P.trace = (N : ℂ)
```

The energy is
$$\mathcal E_w(P)=E_0(P)-\frac a2\sum_{x,y}v_w(x,y)\,|P_{xy}|^2 .$$
The functional $E_0$ is an arbitrary real function of $P$. It stands for the kinetic, external, Hartree and semilocal terms, and it is the same at $w$ and at $u$. In functionals whose semilocal exchange is screened with the same parameter, that part changes too, and the bound below does not account for it. The sum runs over pairs of sites, so general two-electron integrals over extended basis functions are also left out.

```lean
/-- The screened hybrid energy: a functional `E0` plus the fraction `a` of screened exchange. -/
def energy (E0 : Matrix X X ℂ → ℝ) (a c w : ℝ) (P : Matrix X X ℂ) : ℝ :=
  E0 P - a / 2 * ∑ x : X, ∑ y : X, kernel c w x y * ‖P x y‖ ^ 2
```

The set `energies E0 a c N w` collects the values $\mathcal E_w(P)$ over all these projectors.

```lean
/-- The energies reached by the projectors of trace `N`. -/
def energies (E0 : Matrix X X ℂ → ℝ) (a c : ℝ) (N : ℕ) (w : ℝ) : Set ℝ :=
  energy E0 a c w '' {P | IsProjector N P}
```

## (a) The slope of the error function

For real $s\le t$, show that
$$0\le \operatorname{erf}(t)-\operatorname{erf}(s)\le\frac{2}{\sqrt\pi}(t-s).$$

**Solution.** Subtracting the two integrals from $0$ leaves
$$\operatorname{erf}(t)-\operatorname{erf}(s)=\frac2{\sqrt\pi}\int_s^t e^{-x^2}\,dx .$$
Since $0<e^{-x^2}\le1$, the integral lies between $0$ and $t-s$.

In the code, `hd` is the subtraction, and `h0` and `h1` are the two bounds on the integral.

```lean
/-- The error function is increasing, with slope at most `2 / √π`. -/
theorem erf_sub_bounds {s t : ℝ} (h : s ≤ t) :
    0 ≤ erf t - erf s ∧ erf t - erf s ≤ 2 / Real.sqrt Real.pi * (t - s) := by
  have hc : Continuous fun t : ℝ => Real.exp (-t ^ 2) := by fun_prop
  have hd : erf t - erf s = 2 / Real.sqrt Real.pi * ∫ x in s..t, Real.exp (-x ^ 2) := by
    unfold erf
    rw [← mul_sub, intervalIntegral.integral_interval_sub_left
      (hc.intervalIntegrable 0 t) (hc.intervalIntegrable 0 s)]
  have h0 : 0 ≤ ∫ x in s..t, Real.exp (-x ^ 2) :=
    intervalIntegral.integral_nonneg h fun x _ => (Real.exp_pos _).le
  -- the Gaussian never exceeds one
  have h1 : ∫ x in s..t, Real.exp (-x ^ 2) ≤ ∫ _ in s..t, (1 : ℝ) :=
    intervalIntegral.integral_mono_on h (hc.intervalIntegrable s t)
      (continuous_const.intervalIntegrable s t)
      fun x _ => Real.exp_le_one_iff.mpr (by nlinarith [sq_nonneg x])
  rw [intervalIntegral.integral_const, smul_eq_mul, mul_one] at h1
  rw [hd]
  exact ⟨by positivity, mul_le_mul_of_nonneg_left h1 (by positivity)⟩
```

## (b) The fall of the kernel

For $w\le u$ and any two points $x,y$, show that
$$0\le v_w(x,y)-v_u(x,y)\le\frac{2(u-w)}{\sqrt\pi}.$$

**Solution.** If $x=y$, the constant $c$ cancels and the difference equals the upper bound, which is not negative. If $x\ne y$, then $d>0$ and
$$v_w(x,y)-v_u(x,y)=\frac{\operatorname{erf}(ud)-\operatorname{erf}(wd)}{d}.$$
Part (a) with $s=wd$ and $t=ud$ puts the numerator between $0$ and $2(u-w)d/\sqrt\pi$. Dividing by $d$ removes the distance from the bound. The sign of $w$ plays no role.

The proof splits into the same two cases with `by_cases`, and `e` is the formula for the difference in each.

```lean
/-- Raising the screening parameter from `w` to `u` lowers the kernel, for every pair of points,
by between `0` and `2 (u - w) / √π`. -/
theorem kernel_sub_bounds (c : ℝ) (h : w ≤ u) (x y : Point) :
    0 ≤ kernel c w x y - kernel c u x y ∧
      kernel c w x y - kernel c u x y ≤ 2 * (u - w) / Real.sqrt Real.pi := by
  by_cases hxy : x = y
  · have e : kernel c w x y - kernel c u x y = 2 * (u - w) / Real.sqrt Real.pi := by
      simp only [kernel, if_pos hxy]
      ring
    rw [e]
    exact ⟨div_nonneg (by linarith) (Real.sqrt_nonneg _), le_refl _⟩
  · have hd : 0 < dist x y := dist_pos.mpr hxy
    have e : kernel c w x y - kernel c u x y =
        (erf (u * dist x y) - erf (w * dist x y)) / dist x y := by
      simp only [kernel, if_neg hxy, erfc]
      ring
    obtain ⟨h1, h2⟩ := erf_sub_bounds (mul_le_mul_of_nonneg_right h hd.le)
    rw [e]
    refine ⟨div_nonneg h1 hd.le, (div_le_iff₀ hd).mpr (h2.trans (le_of_eq ?_))⟩
    ring
```

## (c) The sum of the squared entries

For a projector $P$ of trace $N$, show that
$$\sum_{x,y}|P_{xy}|^2=N.$$

**Solution.** Hermiticity gives $P_{yx}=\overline{P_{xy}}$, so
$$N=\operatorname{tr}P=\operatorname{tr}P^2=\sum_{x,y}P_{xy}P_{yx}=\sum_{x,y}|P_{xy}|^2 .$$

Here `h1` is $\operatorname{tr}P^2=N$. The trace is a complex number, so `key` proves the identity in $\mathbb C$, and the last line carries it back to the reals.

```lean
/-- The squared moduli of the entries of a projector of trace `N` add up to `N`. -/
theorem sum_norm_sq {P : Matrix X X ℂ} (h : IsProjector N P) :
    ∑ x, ∑ y, ‖P x y‖ ^ 2 = (N : ℝ) := by
  have h1 : (P * P).trace = (N : ℂ) := by rw [h.idem, h.trace_eq]
  have key : ((∑ x, ∑ y, ‖P x y‖ ^ 2 : ℝ) : ℂ) = (N : ℂ) := by
    rw [← h1]
    simp only [Matrix.trace, Matrix.diag_apply, Matrix.mul_apply]
    push_cast
    refine Finset.sum_congr rfl fun x _ => Finset.sum_congr rfl fun y _ => ?_
    have h2 := Complex.mul_conj (P x y)
    rw [Complex.normSq_eq_norm_sq] at h2
    push_cast at h2
    rw [← h.herm.apply y x]
    exact h2.symm
  exact_mod_cast key
```

## (d) An exchange sum with a bounded kernel

Let $k(x,y)\le K$ for all sites, with $k$ and $K$ real. For a projector of trace $N$, show that
$$\sum_{x,y}k(x,y)\,|P_{xy}|^2\le KN.$$

**Solution.** Multiply $k(x,y)\le K$ by $|P_{xy}|^2\ge0$, sum over the pairs, and use (c):
$$\sum_{x,y}k(x,y)|P_{xy}|^2\le K\sum_{x,y}|P_{xy}|^2=KN.$$

The kernel is left general because (f) applies the bound to a difference of kernels and (g) to the kernel itself.

```lean
/-- An exchange sum whose kernel is at most `K` is at most `K N` for a projector of trace `N`. -/
theorem exchange_le {P : Matrix X X ℂ} {k : X → X → ℝ} {K : ℝ} (hk : ∀ x y, k x y ≤ K)
    (hP : IsProjector N P) : ∑ x, ∑ y, k x y * ‖P x y‖ ^ 2 ≤ K * N := by
  rw [← sum_norm_sq hP]
  simp only [Finset.mul_sum]
  exact Finset.sum_le_sum fun x _ => Finset.sum_le_sum fun y _ =>
    mul_le_mul_of_nonneg_right (hk x y) (sq_nonneg _)
```

## (e) A projector for every allowed filling

For $N\le|X|$, show that a projector of trace $N$ exists.

**Solution.** Choose a set $S$ of $N$ sites and occupy them:
$$P_{xy}=\begin{cases}1,& x=y\in S,\\0,&\text{otherwise.}\end{cases}$$
This matrix is real and diagonal, hence Hermitian. Its diagonal entries are $0$ or $1$ and equal their own squares, so $P^2=P$. Its trace is $|S|=N$. For $N=0$ it is the zero matrix.

The three bullets of the proof check these properties in the same order.

```lean
/-- There is a projector of trace `N` whenever `N` is at most the number of sites. -/
theorem exists_projector (hN : N ≤ X.card) : ∃ P : Matrix X X ℂ, IsProjector N P := by
  have hN' : N ≤ (Finset.univ : Finset X).card := by rwa [Finset.card_univ, Fintype.card_coe]
  obtain ⟨S, -, hS⟩ := Finset.exists_subset_card_eq hN'
  -- occupy the sites of `S`
  refine ⟨Matrix.diagonal fun x => if x ∈ S then 1 else 0, ?_, ?_, ?_⟩
  · rw [Matrix.IsHermitian, Matrix.diagonal_conjTranspose]
    congr 1
    ext x
    by_cases hx : x ∈ S <;> simp [hx]
  · rw [Matrix.diagonal_mul_diagonal]
    congr 1
    ext x
    by_cases hx : x ∈ S <;> simp [hx]
  · rw [Matrix.trace_diagonal]
    simp only [Finset.sum_boole]
    -- the occupied sites are exactly those of `S`
    refine congrArg Nat.cast ((congrArg Finset.card ?_).trans hS)
    ext x
    simp
```

## (f) The rise at a fixed density matrix

For $a\ge0$, $w\le u$ and a projector $P$ of trace $N$, show that
$$0\le\mathcal E_u(P)-\mathcal E_w(P)\le\frac{aN(u-w)}{\sqrt\pi}.$$

**Solution.** The term $E_0(P)$ cancels, and
$$\mathcal E_u(P)-\mathcal E_w(P)=\frac a2\sum_{x,y}\bigl(v_w(x,y)-v_u(x,y)\bigr)|P_{xy}|^2 .$$
By (b), every summand is non-negative, which gives the lower bound. Also by (b), the bracket is at most $K=2(u-w)/\sqrt\pi$, so (d) bounds the right-hand side by
$$\frac a2\cdot\frac{2(u-w)}{\sqrt\pi}\,N=\frac{aN(u-w)}{\sqrt\pi}.$$

The cancellation is `e`, and `hs` is the use of (d).

```lean
/-- For a fixed projector of trace `N` and `a ≥ 0`, raising the screening parameter from `w` to `u`
raises the energy by between `0` and `a N (u - w) / √π`. -/
theorem energy_rise (E0 : Matrix X X ℂ → ℝ) (c : ℝ) (ha : 0 ≤ a) (h : w ≤ u)
    {P : Matrix X X ℂ} (hP : IsProjector N P) :
    0 ≤ energy E0 a c u P - energy E0 a c w P ∧
      energy E0 a c u P - energy E0 a c w P ≤ a * N * (u - w) / Real.sqrt Real.pi := by
  have e : energy E0 a c u P - energy E0 a c w P =
      a / 2 * ∑ x : X, ∑ y : X, (kernel c w x y - kernel c u x y) * ‖P x y‖ ^ 2 := by
    simp only [energy, sub_mul, Finset.sum_sub_distrib]
    ring
  have hs : ∑ x : X, ∑ y : X, (kernel c w x y - kernel c u x y) * ‖P x y‖ ^ 2 ≤
      2 * (u - w) / Real.sqrt Real.pi * N :=
    exchange_le (fun x y => (kernel_sub_bounds c h x y).2) hP
  rw [e]
  constructor
  · exact mul_nonneg (by linarith) (Finset.sum_nonneg fun x _ => Finset.sum_nonneg fun y _ =>
      mul_nonneg (kernel_sub_bounds c h x y).1 (sq_nonneg _))
  · refine (mul_le_mul_of_nonneg_left hs (by linarith)).trans (le_of_eq ?_)
    ring
```

## (g) The infimum is a real number

Let $a\ge0$ and $N\le|X|$, and let $E_0\ge B$ on the projectors of trace $N$. This last condition says that the rest of the energy cannot fall without limit. Show that
$$E(w)=\inf_P\mathcal E_w(P)$$
is a finite greatest lower bound, where $P$ runs over those projectors.

**Solution.** By (e), there is at least one energy. There are finitely many pairs of sites, so $v_w$ has an upper bound $K$ on them, and (d) gives
$$\mathcal E_w(P)\ge B-\frac a2KN$$
for every $P$. A non-empty set of reals that is bounded below has a greatest lower bound.

Lean's `sInf` returns a number even for an empty or unbounded set, so the theorem states through `IsGLB` that this number really is the infimum.

```lean
/-- If `a ≥ 0`, `N` is at most the number of sites and `E0` is bounded below on the projectors of
trace `N`, then the energies have a greatest lower bound. -/
theorem isGLB_energies {E0 : Matrix X X ℂ → ℝ} (c w : ℝ) (ha : 0 ≤ a) (hN : N ≤ X.card)
    (hE : BddBelow (E0 '' {P | IsProjector N P})) :
    IsGLB (energies E0 a c N w) (sInf (energies E0 a c N w)) := by
  obtain ⟨P₀, hP₀⟩ := exists_projector hN
  obtain ⟨B, hB⟩ := hE
  -- on finitely many sites the kernel is bounded
  obtain ⟨K, hK⟩ := (Set.finite_range fun p : X × X => kernel c w p.1 p.2).bddAbove
  refine isGLB_csInf ⟨_, P₀, hP₀, rfl⟩ ⟨B - a / 2 * (K * N), ?_⟩
  rintro _ ⟨P, hP, rfl⟩
  have hBP : B ≤ E0 P := hB ⟨P, hP, rfl⟩
  have hs : ∑ x : X, ∑ y : X, kernel c w x y * ‖P x y‖ ^ 2 ≤ K * N :=
    exchange_le (fun x y => hK ⟨(x, y), rfl⟩) hP
  have hm := mul_le_mul_of_nonneg_left hs (show 0 ≤ a / 2 by linarith)
  unfold energy
  linarith
```

## (h) The rise of the infimum

Under the assumptions of (g), and for $w\le u$, show that
$$0\le E(u)-E(w)\le\frac{aN(u-w)}{\sqrt\pi}.$$

**Solution.** Write $\delta=aN(u-w)/\sqrt\pi$. For every projector $P$ of trace $N$, (f) gives
$$E(w)\le\mathcal E_w(P)\le\mathcal E_u(P).$$
So $E(w)$ is a lower bound of the energies at $u$, and $E(w)\le E(u)$. Likewise
$$E(u)-\delta\le\mathcal E_u(P)-\delta\le\mathcal E_w(P),$$
so $E(u)-\delta$ is a lower bound of the energies at $w$, and $E(u)-\delta\le E(w)$. No minimising density matrix is needed.

The theorem provides numbers `Ew` and `Eu` that are greatest lower bounds of the two sets of energies. Greatest lower bounds are unique, so these are $E(w)$ and $E(u)$. The two bullets are the two chains of inequalities: `gw.1` and `gu.1` say that the infima are lower bounds, while `gu.2` and `gw.2` say that they are the greatest ones.

```lean
/-- Let `a ≥ 0`, let `N` be at most the number of sites, and let `E0` be bounded below on the
projectors of trace `N`. For `w ≤ u` the energies at `w` and at `u` have greatest lower bounds, and
the one at `u` lies above the one at `w` by between `0` and `a N (u - w) / √π`. -/
theorem infimum_rise {E0 : Matrix X X ℂ → ℝ} (c : ℝ) (ha : 0 ≤ a) (hN : N ≤ X.card)
    (hE : BddBelow (E0 '' {P | IsProjector N P})) (h : w ≤ u) :
    ∃ Ew Eu : ℝ, IsGLB (energies E0 a c N w) Ew ∧ IsGLB (energies E0 a c N u) Eu ∧
      0 ≤ Eu - Ew ∧ Eu - Ew ≤ a * N * (u - w) / Real.sqrt Real.pi := by
  have gw := isGLB_energies c w ha hN hE
  have gu := isGLB_energies c u ha hN hE
  refine ⟨_, _, gw, gu, sub_nonneg.mpr (gu.2 ?_), sub_le_comm.mp (gw.2 ?_)⟩
  · rintro _ ⟨P, hP, rfl⟩
    have h1 := gw.1 ⟨P, hP, rfl⟩
    linarith [(energy_rise E0 c ha h hP).1]
  · rintro _ ⟨P, hP, rfl⟩
    have h1 := gu.1 ⟨P, hP, rfl⟩
    linarith [(energy_rise E0 c ha h hP).2]

end

end ScreenedHybrid
```

```lean
#print axioms ScreenedHybrid.infimum_rise
```

```
'ScreenedHybrid.infimum_rise' depends on axioms: [propext, Classical.choice, Quot.sound]
```
